# Phonon scattering conserves electrons on a periodic energy grid when self-energies and propagators match

Take one orbital, two energies 0 and 1, and a phonon mode whose quantum joins them. No phonons are thermally excited, the coupling is a real number $m$, and the lower energy holds no electrons. Write the lesser and greater Green functions as $G^<(E)=i\,n_E$ and $G^>(E)=-i\,p_E$, where $n_E$ measures the electrons and $p_E$ the empty states, so that $n_0=0$. The only process left is emission from 1 to 0. Electrons arrive at energy 0 at the rate

$$\Sigma^<(0)\,G^>(0)=m^2\,G^<(1)\,G^>(0)=m^2 n_1p_0 ,$$

and leave energy 1 at the rate

$$\Sigma^>(1)\,G^<(1)=m^2\,G^>(0)\,G^<(1)=m^2 n_1p_0 .$$

The two rates are the same product, so nothing is lost. Now build the self-energies from older values $n_1'$ and $p_0'$, still with $n_0'=0$. The arrivals become $m^2n_1'p_0$ and the departures $m^2n_1p_0'$, and in general these differ.

## The balance for matrices and many energies

Let the energies $E$ form a finite abelian group, for instance a cyclic grid, and let the phonon quantum be a shift $w$. For a coupling matrix $M$ and a phonon occupation $N$, set

$$\Sigma^<(E)=M\big[(N+1)G^<(E+w)+N\,G^<(E-w)\big]M,$$
$$\Sigma^>(E)=M\big[(N+1)G^>(E-w)+N\,G^>(E+w)\big]M.$$

The collision rate $C(E)=\mathrm{Tr}\big(\Sigma^<(E)G^>(E)-\Sigma^>(E)G^<(E)\big)$ is in-scattering minus out-scattering, and it satisfies

$$\sum_E C(E)=0 .$$

## Terminal currents in a self-consistent Born loop

In a steady-state Green function device code that satisfies the Dyson and Keldysh equations, with total retarded and advanced self-energies obeying $\Sigma^R-\Sigma^A=\Sigma^>-\Sigma^<$, the contact and scattering contributions to $\mathrm{Tr}(\Sigma^<G^>-\Sigma^>G^<)$ cancel at each energy. The contact currents therefore add up to zero only if the scattering part sums to zero. For phonons of fixed occupation in the Born form above, the identity supplies this once $\Sigma$ and $G$ belong together.

During the iteration, $\Sigma$ comes from the previous $G$, and source and drain currents can disagree. If $\Sigma$ is recomputed from the current $G$ before the sum is taken, the result is zero up to rounding even far from convergence. That version of the sum can expose energy indices or emission and absorption factors that do not match between $\Sigma^<$ and $\Sigma^>$. It misses an error made consistently in both, such as a reversed sign of $w$, and it says nothing about convergence.

## Pairing each arrival with a departure

Define the net emission between $E+w$ and $E$ as downward minus upward transitions:

$$R(E)=(N+1)\,\mathrm{Tr}\big(MG^<(E+w)MG^>(E)\big)-N\,\mathrm{Tr}\big(MG^<(E)MG^>(E+w)\big).$$

Inserting the self-energies into $C(E)$ gives four terms:

$$\begin{aligned}C(E)={}&(N+1)\mathrm{Tr}\big(MG^<(E+w)MG^>(E)\big)+N\,\mathrm{Tr}\big(MG^<(E-w)MG^>(E)\big)\\&-(N+1)\mathrm{Tr}\big(MG^>(E-w)MG^<(E)\big)-N\,\mathrm{Tr}\big(MG^>(E+w)MG^<(E)\big).\end{aligned}$$

Cyclicity of the trace gives $\mathrm{Tr}(MXMY)=\mathrm{Tr}(MYMX)$, which puts $G^<$ first in the last two terms. The first and fourth terms then form $R(E)$, and the second and third form $-R(E-w)$:

$$C(E)=R(E)-R(E-w).$$

Multiply by any weight $\varepsilon(E)$, sum, and replace $E$ by $E+w$ in the second sum:

$$\sum_E\varepsilon(E)C(E)=\sum_E\big[\varepsilon(E)-\varepsilon(E+w)\big]R(E).$$

The constant weight 1 gives conservation. For several modes the self-energies add, so the collision rates add, and each mode sums to zero separately.

If $\varepsilon(E+w)=\varepsilon(E)+\Omega$ wherever $R(E)\neq0$, the right-hand side becomes $-\Omega\sum_ER(E)$: the electrons lose $\Omega$ per net emitted phonon. For $\Omega\neq0$ this relation cannot hold at every point of a finite group, because summing it over all $E$ would give $\Omega=0$. The restriction to $R(E)\neq0$ expresses the physical requirement that no net scattering crosses the seam where the grid wraps around.

In the elastic limit $w=0$, the local balance reads $C(E)=R(E)-R(E)=0$, and electrons are conserved at each energy separately.

For the mismatch, take one orbital with $G^<=if$ and $G^>=-i(1-f)$ at all energies, which corresponds to a spectral function equal to 1. Build the self-energies from another filling $f_0$:

$$\Sigma^<=i\,m^2(2N+1)f_0,\qquad \Sigma^>=-i\,m^2(2N+1)(1-f_0).$$

Then

$$C(E)=m^2(2N+1)\big[f_0(1-f)-(1-f_0)f\big]=m^2(2N+1)(f_0-f),$$

and the sum over a group of $|A|$ energies is $|A|\,m^2(2N+1)(f_0-f)$. With $|A|=4$, $m=1$, $N=0$, $f_0=1/2$ and $f=1/4$ it equals 1. For $w\neq0$ this uniform filling also scatters across the seam of the ring, so the number illustrates the algebra; the two-level example at the start shows a mismatch without such transitions.

## The derivation in Lean

```lean
import Mathlib

open Finset

namespace PhononCurrentConservation

noncomputable section

variable {A n : Type*} [AddCommGroup A] [Fintype n]

/-- Lesser self-energy of a phonon mode with quantum `w`, coupling `M` and occupation `N`:
electrons arrive at `E` by emission from `E + w` and by absorption from `E - w`. -/
def lesserSelfEnergy (w : A) (M : Matrix n n ℂ) (N : ℂ) (Gl : A → Matrix n n ℂ) (E : A) :
    Matrix n n ℂ :=
  M * ((N + 1) • Gl (E + w) + N • Gl (E - w)) * M

/-- Greater self-energy of the same mode: electrons leave `E` by emission to `E - w`
and by absorption to `E + w`. -/
def greaterSelfEnergy (w : A) (M : Matrix n n ℂ) (N : ℂ) (Gg : A → Matrix n n ℂ) (E : A) :
    Matrix n n ℂ :=
  M * ((N + 1) • Gg (E - w) + N • Gg (E + w)) * M

/-- In-scattering minus out-scattering at energy `E`, the trace of `Σ< G> - Σ> G<`. -/
def collisionRate (Sl Sg Gl Gg : A → Matrix n n ℂ) (E : A) : ℂ :=
  Matrix.trace (Sl E * Gg E - Sg E * Gl E)

/-- Net phonon emission between `E + w` and `E`: the rate of downward transitions
minus the rate of upward ones. -/
def netEmission (w : A) (M : Matrix n n ℂ) (N : ℂ) (Gl Gg : A → Matrix n n ℂ) (E : A) : ℂ :=
  (N + 1) * Matrix.trace (M * Gl (E + w) * M * Gg E)
    - N * Matrix.trace (M * Gl E * M * Gg (E + w))

/-- The initial and final propagators of a scattering event can be exchanged
under the trace. -/
theorem trace_exchange (M X Y : Matrix n n ℂ) :
    Matrix.trace (M * X * M * Y) = Matrix.trace (M * Y * M * X) := by
  rw [Matrix.mul_assoc (M * X) M Y, Matrix.trace_mul_comm, ← Matrix.mul_assoc (M * Y) M X]

/-- Local balance: the collision rate at `E` is the net emission arriving from `E + w`
minus the net emission leaving towards `E - w`. -/
theorem collisionRate_eq (w : A) (M : Matrix n n ℂ) (N : ℂ) (Gl Gg : A → Matrix n n ℂ) (E : A) :
    collisionRate (lesserSelfEnergy w M N Gl) (greaterSelfEnergy w M N Gg) Gl Gg E
      = netEmission w M N Gl Gg E - netEmission w M N Gl Gg (E - w) := by
  simp only [collisionRate, lesserSelfEnergy, greaterSelfEnergy, netEmission,
    Matrix.mul_add, Matrix.add_mul, Matrix.mul_smul, Matrix.smul_mul,
    Matrix.trace_sub, Matrix.trace_add, Matrix.trace_smul, smul_eq_mul, sub_add_cancel]
  rw [trace_exchange M (Gg (E - w)) (Gl E), trace_exchange M (Gg (E + w)) (Gl E)]
  ring

/-- Balance of any energy-dependent quantity `ε`: each net emission event changes it
from `ε (E + w)` to `ε E`. -/
theorem weighted_balance [Fintype A] (w : A) (M : Matrix n n ℂ) (N : ℂ)
    (Gl Gg : A → Matrix n n ℂ) (ε : A → ℂ) :
    ∑ E, ε E * collisionRate (lesserSelfEnergy w M N Gl) (greaterSelfEnergy w M N Gg) Gl Gg E
      = ∑ E, (ε E - ε (E + w)) * netEmission w M N Gl Gg E := by
  -- shift the summation energy by one phonon quantum
  have h : ∑ E, ε (E + w) * netEmission w M N Gl Gg E
      = ∑ E, ε E * netEmission w M N Gl Gg (E - w) :=
    Fintype.sum_equiv (Equiv.addRight w) _ _ (fun E => by simp)
  simp only [collisionRate_eq, mul_sub, sub_mul, Finset.sum_sub_distrib]
  rw [h]

/-- Current conservation: with self-energies built from the Green functions they act on,
the collision rate summed over all energies vanishes. -/
theorem current_conservation [Fintype A] (w : A) (M : Matrix n n ℂ) (N : ℂ)
    (Gl Gg : A → Matrix n n ℂ) :
    ∑ E, collisionRate (lesserSelfEnergy w M N Gl) (greaterSelfEnergy w M N Gg) Gl Gg E = 0 := by
  have h := weighted_balance w M N Gl Gg (fun _ => 1)
  simpa using h

/-- Current conservation for finitely many phonon modes, each with its own quantum,
coupling matrix and occupation. -/
theorem current_conservation_modes [Fintype A] {Q : Type*} [Fintype Q] (w : Q → A)
    (M : Q → Matrix n n ℂ) (N : Q → ℂ) (Gl Gg : A → Matrix n n ℂ) :
    ∑ E, collisionRate (fun E => ∑ q, lesserSelfEnergy (w q) (M q) (N q) Gl E)
      (fun E => ∑ q, greaterSelfEnergy (w q) (M q) (N q) Gg E) Gl Gg E = 0 := by
  -- the collision rate is additive over the modes
  have h : ∀ E, collisionRate (fun E => ∑ q, lesserSelfEnergy (w q) (M q) (N q) Gl E)
      (fun E => ∑ q, greaterSelfEnergy (w q) (M q) (N q) Gg E) Gl Gg E
      = ∑ q, collisionRate (lesserSelfEnergy (w q) (M q) (N q) Gl)
          (greaterSelfEnergy (w q) (M q) (N q) Gg) Gl Gg E := by
    intro E
    simp only [collisionRate, Matrix.trace_sub, Matrix.sum_mul, Matrix.trace_sum,
      Finset.sum_sub_distrib]
  simp only [h]
  rw [Finset.sum_comm]
  exact Finset.sum_eq_zero fun q _ => current_conservation (w q) (M q) (N q) Gl Gg

/-- Energy transfer: if `ε` rises by `Ω` across every transition with nonzero net emission,
the collisions change the electron energy by `-Ω` times the total net emission. -/
theorem energy_transfer [Fintype A] (w : A) (M : Matrix n n ℂ) (N : ℂ)
    (Gl Gg : A → Matrix n n ℂ) (ε : A → ℂ) (Ω : ℂ)
    (hε : ∀ E, netEmission w M N Gl Gg E ≠ 0 → ε (E + w) = ε E + Ω) :
    ∑ E, ε E * collisionRate (lesserSelfEnergy w M N Gl) (greaterSelfEnergy w M N Gg) Gl Gg E
      = -(Ω * ∑ E, netEmission w M N Gl Gg E) := by
  rw [weighted_balance, Finset.mul_sum, ← Finset.sum_neg_distrib]
  refine Finset.sum_congr rfl fun E _ => ?_
  by_cases hR : netEmission w M N Gl Gg E = 0
  · simp [hR]
  · rw [hε E hR]
    ring

/-- A number regarded as a matrix on a single orbital. -/
def orbital (c : ℂ) : Matrix (Fin 1) (Fin 1) ℂ := Matrix.of fun _ _ => c

/-- Lesser Green function `i f` of one orbital with energy-independent filling `f`. -/
def flatLesser (f : ℝ) : A → Matrix (Fin 1) (Fin 1) ℂ :=
  fun _ => orbital (Complex.I * f)

/-- Greater Green function `-i (1 - f)` of one orbital with energy-independent filling `f`. -/
def flatGreater (f : ℝ) : A → Matrix (Fin 1) (Fin 1) ℂ :=
  fun _ => orbital (-Complex.I * (1 - f))

/-- Summed collision rate of one orbital when the self-energies are built from filling `f₀`
but act on Green functions with filling `f`. -/
def mismatchedSum [Fintype A] (w : A) (m N f₀ f : ℝ) : ℂ :=
  ∑ E : A, collisionRate (lesserSelfEnergy w (orbital m) N (flatLesser f₀))
    (greaterSelfEnergy w (orbital m) N (flatGreater f₀)) (flatLesser f) (flatGreater f) E

/-- The summed collision rate of the mismatched orbital is proportional to the difference
of the two fillings. -/
theorem mismatchedSum_eq [Fintype A] (w : A) (m N f₀ f : ℝ) :
    mismatchedSum w m N f₀ f
      = (Fintype.card A : ℂ) * (m : ℂ) ^ 2 * (2 * (N : ℂ) + 1) * ((f₀ : ℂ) - f) := by
  have h : ∀ E : A, collisionRate (lesserSelfEnergy w (orbital m) N (flatLesser f₀))
      (greaterSelfEnergy w (orbital m) N (flatGreater f₀)) (flatLesser f) (flatGreater f) E
      = (m : ℂ) ^ 2 * (2 * (N : ℂ) + 1) * ((f₀ : ℂ) - f) := by
    intro E
    simp only [collisionRate, lesserSelfEnergy, greaterSelfEnergy, flatLesser, flatGreater,
      orbital, Matrix.trace, Matrix.diag_apply, Matrix.sub_apply, Matrix.mul_apply,
      Matrix.add_apply, Matrix.smul_apply, Matrix.of_apply, smul_eq_mul,
      Finset.univ_unique, Finset.sum_singleton]
    linear_combination (-((m : ℂ) ^ 2 * (2 * (N : ℂ) + 1) * ((f₀ : ℂ) - f))) * Complex.I_sq
  simp only [mismatchedSum, h, Finset.sum_const, Finset.card_univ, nsmul_eq_mul]
  ring

/-- For nonzero coupling and nonnegative phonon occupation, the mismatched orbital conserves
current exactly when the two fillings agree. -/
theorem mismatchedSum_eq_zero_iff [Fintype A] (w : A) {m N : ℝ} (f₀ f : ℝ)
    (hm : m ≠ 0) (hN : 0 ≤ N) : mismatchedSum w m N f₀ f = 0 ↔ f₀ = f := by
  rw [mismatchedSum_eq]
  constructor
  · intro h
    have h' : (Fintype.card A : ℝ) * m ^ 2 * (2 * N + 1) * (f₀ - f) = 0 := by
      exact_mod_cast h
    have hc : (0 : ℝ) < Fintype.card A := by
      exact_mod_cast Fintype.card_pos_iff.mpr ⟨(0 : A)⟩
    have hk : 0 < (Fintype.card A : ℝ) * m ^ 2 * (2 * N + 1) :=
      mul_pos (mul_pos hc (by positivity)) (by linarith)
    rcases mul_eq_zero.mp h' with h1 | h1
    · exact absurd h1 hk.ne'
    · linarith
  · rintro rfl
    simp

/-- On four energies, with unit coupling and no thermal phonons, self-energies from filling
`1/2` acting on filling `1/4` give a summed collision rate of one. -/
theorem mismatchedSum_four : mismatchedSum (1 : ZMod 4) 1 0 (1 / 2) (1 / 4) = 1 := by
  rw [mismatchedSum_eq, ZMod.card]
  push_cast
  norm_num

end

end PhononCurrentConservation
```

```lean
#print axioms PhononCurrentConservation.current_conservation
#print axioms PhononCurrentConservation.current_conservation_modes
#print axioms PhononCurrentConservation.mismatchedSum_eq_zero_iff
#print axioms PhononCurrentConservation.mismatchedSum_four
```

```
'PhononCurrentConservation.current_conservation' depends on axioms: [propext, Classical.choice, Quot.sound]
'PhononCurrentConservation.current_conservation_modes' depends on axioms: [propext, Classical.choice, Quot.sound]
'PhononCurrentConservation.mismatchedSum_eq_zero_iff' depends on axioms: [propext, Classical.choice, Quot.sound]
'PhononCurrentConservation.mismatchedSum_four' depends on axioms: [propext, Classical.choice, Quot.sound]
```

The type `A` holds the energies and `n` labels the orbitals. `Gl` and `Gg` are $G^<$ and $G^>$, each assigning a complex matrix to every energy; `collisionRate` is $C$ and `netEmission` is $R$.

`trace_exchange` is the cyclic step. In `collisionRate_eq`, `simp only` expands the products into the four traces, two uses of `trace_exchange` reorder the out-scattering terms, and `ring` collects them. `weighted_balance` shifts the summation energy through `Equiv.addRight w`, and `current_conservation` sets the weight to 1. `current_conservation_modes` splits the rate over modes and exchanges the two sums. `energy_transfer` treats energies with zero and nonzero net emission separately.

For the mismatched orbital, `mismatchedSum_eq` evaluates the $1\times1$ matrices and uses $i^2=-1$. `mismatchedSum_eq_zero_iff` passes to real numbers, where $m\neq0$ and $N\geq0$ make the prefactor positive, so the sum vanishes exactly when `f₀ = f`. `mismatchedSum_four` inserts the four-point values.

## Which grids and self-energies are covered

`current_conservation` holds for arbitrary complex `M`, `Gl`, `Gg` and `N`. It needs no Hermiticity, no relation between the two Green functions and no equilibrium occupation. For a mode with a real displacement, $M$ is Hermitian and $N\geq0$ is the mean phonon number. The phonons act as a bath: their occupation is given and does not respond to the electrons.

The same $M$ stands on both sides of the Green function. A running-wave phonon has $M$ on one side and $M^\dagger$ on the other; a pair of opposite wavevectors with equal frequency and occupation fits after it is rewritten as two modes with Hermitian couplings. Local scattering, which keeps only the site-diagonal part of $G$, fits `current_conservation_modes` with one mode per site and $M$ proportional to the projector on that site.

The shift must map grid points to grid points, so interpolation between energies is not covered. A finite window without wrap-around fits if the code reads both $G^<$ and $G^>$ as zero outside it: pad the window with zeros over at least one phonon quantum and close it into a ring. The sum also gives every energy the same weight. With unequal quadrature weights $\varepsilon(E)$, `weighted_balance` gives the remainder, which need not vanish.

The equivalence in `mismatchedSum_eq_zero_iff` belongs to the flat one-orbital model. For general matrices a vanishing sum does not show that $\Sigma$ was built from the current $G$, since errors at different energies may cancel. The Dyson and Keldysh equations, the retarded self-energy and the convergence of the Born iteration do not enter the file, so the link to contact currents rests on the usual transport theory.
